# With on-site attraction and no one-body term, localization on one site minimizes the Hartree energy of a dimer

The theorem concerns a two-site Hartree model with zero one-body matrix and interaction matrix minus the identity, so that the energy is −½(d₀² + d₁²) in the site densities d₀ and d₁. The admissible states are Hermitian 2×2 matrices whose diagonal entries are nonnegative and sum to one; positive semidefiniteness is not required. It states that the diagonal matrix with entries 1 and 0 minimizes the energy over this set, and that its two site densities differ. The attempt first proves the energy formula as `hE`, then compares energies using the fact that d₀² + d₁² is at most one when the densities are nonnegative and sum to one.

This version doesn't compile in Lean 4 with Mathlib:

```lean
import Mathlib

open Matrix

namespace AttractiveDimerBreaksSymmetry

noncomputable section

variable {n : Type*} [Fintype n]

/-- The site density: the real part of the diagonal of a density matrix. -/
def density {n : Type*} (D : Matrix n n ℂ) : n → ℝ := fun i => (D i i).re

/-- The Hartree energy `Re tr(hD) + (1/2) dᵀ W d`, with `d` the site density of `D`. -/
def energy (h : Matrix n n ℂ) (W : Matrix n n ℝ) (D : Matrix n n ℂ) : ℝ :=
  (h * D).trace.re + 1 / 2 * (density D ⬝ᵥ W *ᵥ density D)

/-- `D` minimizes the Hartree energy on the admissible set `S`. -/
def IsGroundState (h : Matrix n n ℂ) (W : Matrix n n ℝ) (S : Set (Matrix n n ℂ))
    (D : Matrix n n ℂ) : Prop :=
  D ∈ S ∧ ∀ Q ∈ S, energy h W D ≤ energy h W Q

/-- Hermitian matrices on two sites with nonnegative site densities that add up to one. -/
def dimerStates : Set (Matrix (Fin 2) (Fin 2) ℂ) :=
  {D | D.IsHermitian ∧ 0 ≤ density D 0 ∧ 0 ≤ density D 1 ∧ density D 0 + density D 1 = 1}

/-- With the attractive interaction `W = -1` and `h = 0` on the same two-site set, the particle
localized on one site is a minimizer, and its two site densities differ. -/
theorem attractive_dimer_breaks_symmetry :
    IsGroundState 0 (-1) dimerStates (Matrix.diagonal ![1, 0]) ∧
    density (Matrix.diagonal ![(1 : ℂ), 0]) 0 ≠ density (Matrix.diagonal ![(1 : ℂ), 0]) 1 := by
  have d0 : density (Matrix.diagonal ![(1 : ℂ), 0]) 0 = 1 := by simp [density]
  have d1 : density (Matrix.diagonal ![(1 : ℂ), 0]) 1 = 0 := by simp [density]
  have hE : ∀ A : Matrix (Fin 2) (Fin 2) ℂ,
      energy 0 (-1) A = -(1 / 2 * (density A 0 * density A 0 + density A 1 * density A 1)) := by
    intro A
    simp only [energy, Matrix.neg_mulVec, Matrix.one_mulVec, dotProduct_neg, Matrix.zero_mul,
      Matrix.trace_zero, Complex.zero_re, dotProduct, Fin.sum_univ_two]
    ring
  refine ⟨⟨⟨Matrix.IsHermitian.ext fun i j => ?_, ?_, ?_, ?_⟩, ?_⟩, ?_⟩
  · fin_cases i <;> fin_cases j <;> simp
  · rw [d0]; norm_num
  · rw [d1]
  · rw [d0, d1]; norm_num
  · rintro Q ⟨-, h0, h1, hs⟩
    rw [hE, hE, d0, d1]
    -- the squares of two nonnegative densities adding to one sum to at most one
    nlinarith [mul_nonneg h0 h1]
  · rw [d0, d1]; norm_num

end

end AttractiveDimerBreaksSymmetry
```

Compiling this gives:

```
Try this:
  [apply] ring_nf
  
  The `ring` tactic failed to close the goal. Use `ring_nf` to obtain a normal form.
    
  Note that `ring` works primarily in *commutative* rings. If you have a noncommutative ring, abelian group or module, consider using `noncomm_ring`, `abel` or `module` instead.
Main.lean:35:94: error: unsolved goals
d0 : density (diagonal ![1, 0]) 0 = 1
d1 : density (diagonal ![1, 0]) 1 = 0
A : Matrix (Fin 2) (Fin 2) ℂ
⊢ density A 0 * (-density A) 0 * (1 / 2) + density A 1 * (-density A) 1 * (1 / 2) =
    density A 0 ^ 2 * (-1 / 2) + density A 1 ^ 2 * (-1 / 2)
Main.lean:37:61: warning: This simp argument is unused:
  dotProduct_neg

Hint: Omit it from the simp argument list.
  [apply] simp only [energy, Matrix.neg_mulVec, Matrix.one_mulVec, Matrix.zero_mul, Matrix.trace_zero, Complex.zero_re,
    dotProduct, Fin.sum_univ_two]

Note: This linter can be disabled with `set_option linter.unusedSimpArgs false`
```

Cause. The error lies in the proof of `hE`. After `simp only` has unfolded the dot product into a sum, the terms contain `(-density A) 0` and `(-density A) 1`: the function is negated first and then evaluated. `ring` does not unfold this pointwise negation, so it treats `(-density A) 0` as an atom unrelated to `density A 0`, and the two sides cannot be matched. The "Try this" message reports the same failure; its suggested `ring_nf` would not close the goal.

Adding `Pi.neg_apply` cures this by rewriting `(-density A) i` as `-(density A i)`, after which `ring` proves the identity.

The warning says that `dotProduct_neg` was unused. That lemma would take the sign outside a dot product, but here the dot product was unfolded into a sum without it. Removing it is mere tidying.

This version goes through:

```diff
@@ -35,6 +35,6 @@
       energy 0 (-1) A = -(1 / 2 * (density A 0 * density A 0 + density A 1 * density A 1)) := by
     intro A
-    simp only [energy, Matrix.neg_mulVec, Matrix.one_mulVec, dotProduct_neg, Matrix.zero_mul,
-      Matrix.trace_zero, Complex.zero_re, dotProduct, Fin.sum_univ_two]
+    simp only [energy, Matrix.neg_mulVec, Matrix.one_mulVec, Matrix.zero_mul,
+      Matrix.trace_zero, Complex.zero_re, dotProduct, Fin.sum_univ_two, Pi.neg_apply]
     ring
   refine ⟨⟨⟨Matrix.IsHermitian.ext fun i j => ?_, ?_, ?_, ?_⟩, ?_⟩, ?_⟩
```
